# A lower bound on the distance between two backflow coordinates when the backflow function is Lipschitz

In a backflow transformation, each of `N` particles gets a new coordinate: its position plus a sum of displacements `h (r i - r j)`, one for each other particle. The theorem `backflow_separation` says that if `h` is Lipschitz with constant `K`, the distance between the backflow coordinates of two particles is at least `1 - N * K` times the distance between the particles themselves. The positions lie in any normed additive commutative group, and `N * K` is not assumed to be less than 1, though the bound says something only in that case. The proof takes from the previous theorem that backflow changes the separation vector by at most `N * K` times the distance, and combines this with the reverse triangle inequality.

In Lean, a first try:

```lean
import Mathlib

open Finset

namespace BackflowSeparation

noncomputable section

variable {E : Type*} [NormedAddCommGroup E] {N : ℕ}

/-- The backflow coordinate of particle `i`: its position plus the sum of the displacements
`h (r i - r j)` caused by all other particles. -/
def backflow (h : E → E) (r : Fin N → E) (i : Fin N) : E :=
  r i + ∑ j ∈ univ.erase i, h (r i - r j)

/-- The difference of two backflow coordinates is the bare difference plus a sum, over all
particles, of differences of the backflow function. -/
theorem backflow_sub (h : E → E) (r : Fin N → E) (i j : Fin N) :
    backflow h r i - backflow h r j
      = (r i - r j) + ∑ k, (h (r i - r k) - h (r j - r k)) := by
  -- the missing self-term is `h 0` for every particle, so it cancels in the difference
  have key : ∀ i, ∑ k ∈ univ.erase i, h (r i - r k) = ∑ k, h (r i - r k) - h 0 := by
    intro i
    have e := Finset.add_sum_erase univ (fun k => h (r i - r k)) (Finset.mem_univ i)
    simp only [sub_self] at e
    rw [← e, add_sub_cancel_left]
  unfold backflow
  rw [key i, key j, Finset.sum_sub_distrib]
  abel

/-- If `h` is Lipschitz with constant `K`, backflow changes the separation vector of two
particles by at most `N * K` times their distance. -/
theorem backflow_displacement_le {h : E → E} {K : ℝ}
    (hK : ∀ s t, ‖h s - h t‖ ≤ K * ‖s - t‖) (r : Fin N → E) (i j : Fin N) :
    ‖(backflow h r i - backflow h r j) - (r i - r j)‖ ≤ N * K * ‖r i - r j‖ := by
  rw [backflow_sub, add_sub_cancel_left]
  calc ‖∑ k, (h (r i - r k) - h (r j - r k))‖
      ≤ ∑ k, ‖h (r i - r k) - h (r j - r k)‖ := norm_sum_le _ _
    _ ≤ ∑ _k : Fin N, K * ‖r i - r j‖ := by
        refine Finset.sum_le_sum fun k _ => ?_
        have e := hK (r i - r k) (r j - r k)
        rwa [sub_sub_sub_cancel_right] at e
    _ = N * K * ‖r i - r j‖ := by
        rw [Finset.sum_const, Finset.card_univ, Fintype.card_fin, nsmul_eq_mul]
        ring

/-- If `h` is Lipschitz with constant `K`, the distance of two backflow coordinates is at least
`1 - N * K` times the distance of the particles. -/
theorem backflow_separation {h : E → E} {K : ℝ}
    (hK : ∀ s t, ‖h s - h t‖ ≤ K * ‖s - t‖) (r : Fin N → E) (i j : Fin N) :
    (1 - N * K) * ‖r i - r j‖ ≤ ‖backflow h r i - backflow h r j‖ := by
  have b := backflow_displacement_le hK r i j
  have t := norm_sub_norm_le (r i - r j) (backflow h r i - backflow h r j)
  rw [norm_sub_rev] at t
  linarith

end

end BackflowSeparation
```

Compiling this gives:

```
Main.lean:55:2: error: linarith failed to find a contradiction
E : Type u_1
inst✝ : NormedAddCommGroup E
N : ℕ
h : E → E
K : ℝ
hK : ∀ (s t : E), ‖h s - h t‖ ≤ K * ‖s - t‖
r : Fin N → E
i j : Fin N
b : ‖backflow h r i - backflow h r j - (r i - r j)‖ ≤ ↑N * K * ‖r i - r j‖
t : ‖r j - r i‖ - ‖backflow h r i - backflow h r j‖ ≤ ‖r i - r j - (backflow h r i - backflow h r j)‖
a✝ : ‖backflow h r i - backflow h r j‖ < (1 - ↑N * K) * ‖r i - r j‖
⊢ False
failed
```

The repair, with which the file compiles:

```diff
@@ -52,5 +52,5 @@
   have b := backflow_displacement_le hK r i j
   have t := norm_sub_norm_le (r i - r j) (backflow h r i - backflow h r j)
-  rw [norm_sub_rev] at t
+  rw [norm_sub_rev (r i - r j) (backflow h r i - backflow h r j)] at t
   linarith
 
```

What went wrong. The error is reported at `linarith`, but the fault is in the rewrite before it. The reverse triangle inequality `t` bounds a difference of norms by the norm of "bare separation minus backflow separation", while `b` has that last norm with the subtraction the other way round. `norm_sub_rev` was meant to turn it round in `t`.

Without arguments, `norm_sub_rev` fits any norm of a difference, and `rw` settled on `‖r i - r j‖`. The message shows the result: `t` now begins with `‖r j - r i‖`, and the norm on its right-hand side is unchanged. To `linarith`, norms of differences taken in opposite orders are unrelated quantities, so it could not combine `t` with `b` and the negated goal.

The repair gives `norm_sub_rev` its two arguments, so that only the norm on the right-hand side fits. `t` and `b` then share that norm, `‖r i - r j‖` stays as it was, and the goal follows by linear arithmetic.
